# For equal couplings 0 ≤ c < 1, a LINCS-type series converges exactly when (n−1)c < 1

In a constrained molecular-dynamics step with a LINCS-type solver, one chooses how many terms of a power series to keep when solving $G\lambda=b$ for the suitably scaled constraint multipliers $\lambda$. Here the constraint matrix $G$ is normalised to unit diagonal, and the series runs in powers of $1-G$. That choice presumes that more terms eventually bring the answer closer to the exact one. For $n$ constraints with the same coupling $c$ between every pair, $0\le c<1$, the linear system always has a unique solution, but the series converges for every right-hand side $b$ only if $(n-1)c<1$.

```lean
import Mathlib

open Matrix Filter Topology

namespace LincsExpansion

noncomputable section
```

## Equally coupled constraints and the truncated series

After normalisation, an off-diagonal entry of $G$ is the overlap of two constraint gradients, weighted by the inverse masses of the atoms, and the diagonal entries are 1. The model gives all pairs the same overlap $c$, an idealisation, since in most molecules many pairs of constraints share no atom. In Lean the constraints are labelled by `Fin n`, and $n$ may be any natural number.

```lean
/-- The normalised constraint matrix of `n` constraints: unit diagonal, and the same
coupling `c` between any two different constraints. -/
def constraintMatrix (n : ℕ) (c : ℝ) : Matrix (Fin n) (Fin n) ℝ :=
  Matrix.of fun i j => if i = j then 1 else c
```

Let $J$ be the matrix with every entry 1.

```lean
/-- The matrix with all entries equal to one. -/
def allOnes (n : ℕ) : Matrix (Fin n) (Fin n) ℝ :=
  Matrix.of fun _ _ => 1
```

With $A=1-G$, where 1 also denotes the identity matrix, the expansion kept to $N$ terms is

$$S_N=\sum_{k=0}^{N-1}A^k .$$

For $N\ge1$ the highest power is therefore $N-1$; for $N=0$ the sum is empty and $S_0=0$. This describes the linear solve at fixed $G$; the further corrections that a constraint algorithm makes for bond rotation are left out.

```lean
/-- The LINCS-type expansion of the inverse constraint matrix, truncated after `N` terms:
the sum of `(1 - G) ^ k` over `k < N`. -/
def lincsSum (n : ℕ) (c : ℝ) (N : ℕ) : Matrix (Fin n) (Fin n) ℝ :=
  ∑ k ∈ Finset.range N, (1 - constraintMatrix n c) ^ k
```

## Positive definiteness

For a real vector $x$,

$$(Gx)_i=x_i+c\sum_{j\ne i}x_j=(1-c)x_i+c\sum_j x_j .$$

Multiplying by $x_i$ and summing gives

$$x^{T}Gx=(1-c)\sum_i x_i^2+c\Big(\sum_i x_i\Big)^2 .$$

In the proof, `h` is the row formula, obtained by splitting each entry of $G$ in the same way.

```lean
/-- The quadratic form of the constraint matrix is `1 - c` times the sum of squares plus
`c` times the square of the sum. -/
theorem quadratic_form (n : ℕ) (c : ℝ) (x : Fin n → ℝ) :
    x ⬝ᵥ constraintMatrix n c *ᵥ x = (1 - c) * ∑ i, x i ^ 2 + c * (∑ i, x i) ^ 2 := by
  have h : ∀ i, (constraintMatrix n c *ᵥ x) i = (1 - c) * x i + c * ∑ j, x j := by
    intro i
    have e : ∀ j, constraintMatrix n c i j * x j
        = (if i = j then (1 - c) * x j else 0) + c * x j := by
      intro j
      simp only [constraintMatrix, Matrix.of_apply]
      split_ifs <;> ring
    change ∑ j, constraintMatrix n c i j * x j = _
    rw [Finset.sum_congr rfl (fun j _ => e j), Finset.sum_add_distrib,
      Finset.sum_ite_eq, ← Finset.mul_sum]
    simp
  have e : ∀ i, x i * ((1 - c) * x i + c * ∑ j, x j)
      = (1 - c) * x i ^ 2 + (c * ∑ j, x j) * x i := fun i => by ring
  simp only [dotProduct, h]
  rw [Finset.sum_congr rfl (fun i _ => e i), Finset.sum_add_distrib,
    ← Finset.mul_sum, ← Finset.mul_sum]
  ring
```

If $x\neq0$, then $\sum_i x_i^2>0$. For $0\le c<1$ the first term is positive and the second is non-negative, so the form is positive. Lean's `PosDef` also asks for a Hermitian matrix, which for real entries means symmetry; the first bullet checks this.

```lean
/-- For couplings `0 ≤ c < 1` the constraint matrix is positive definite. -/
theorem constraintMatrix_posDef (n : ℕ) {c : ℝ} (h0 : 0 ≤ c) (h1 : c < 1) :
    (constraintMatrix n c).PosDef := by
  refine Matrix.posDef_iff_dotProduct_mulVec.2 ⟨?_, ?_⟩
  · refine Matrix.IsHermitian.ext fun i j => ?_
    by_cases h : i = j
    · subst h
      simp [constraintMatrix]
    · simp [constraintMatrix, h, Ne.symm h]
  · intro x hx
    rw [star_trivial, quadratic_form]
    obtain ⟨i, hi⟩ := Function.ne_iff.1 hx
    have hi' : x i ≠ 0 := hi
    have hs : 0 < ∑ i, x i ^ 2 :=
      Finset.sum_pos' (fun i _ => sq_nonneg _) ⟨i, Finset.mem_univ i, by positivity⟩
    have a := mul_pos (sub_pos.2 h1) hs
    have b := mul_nonneg h0 (sq_nonneg (∑ i, x i))
    linarith
```

## Powers of the expanded matrix

The matrix $A$ has zeros on the diagonal and $-c$ elsewhere, so $A=c\,(1-J)$.

```lean
/-- The matrix `1 - G` that is expanded in powers equals `c` times the difference of the
identity and the all-ones matrix. -/
theorem one_sub_constraintMatrix (n : ℕ) (c : ℝ) :
    1 - constraintMatrix n c = c • (1 : Matrix (Fin n) (Fin n) ℝ) - c • allOnes n := by
  ext i j
  by_cases h : i = j <;> simp [constraintMatrix, allOnes, h]
```

Write $r=-(n-1)c$. For $n\ge1$ the claim is

$$A^k=c^k\,1+\frac{r^k-c^k}{n}\,J .$$

It holds at $k=0$. Since $J^2=nJ$,

$$(a\,1+bJ)(c\,1-cJ)=ac\,1+(bc-ac-nbc)J .$$

Put $a=c^k$ and $b=(r^k-c^k)/n$. Because $bc-nbc=br$ and $r+nc=c$, the coefficient of $J$ becomes

$$br-c^{k+1}=\frac{r^{k+1}-c^k(r+nc)}{n}=\frac{r^{k+1}-c^{k+1}}{n},$$

which completes the induction. In Lean, `hmul` is the product rule and `hc` is the simplification of the coefficient.

```lean
/-- Closed form of every term of the expansion, for at least one constraint: it is built
from the powers of the two numbers `c` and `-(n - 1) c`. -/
theorem expansion_term {n : ℕ} (hn : 0 < n) (c : ℝ) (k : ℕ) :
    (1 - constraintMatrix n c) ^ k = c ^ k • (1 : Matrix (Fin n) (Fin n) ℝ)
      + (((-(((n : ℝ) - 1) * c)) ^ k - c ^ k) / n) • allOnes n := by
  have hn' : (n : ℝ) ≠ 0 := by positivity
  have hJ : allOnes n * allOnes n = (n : ℝ) • allOnes n := by
    ext i j
    simp [allOnes, Matrix.mul_apply]
  -- products of combinations of the identity and the all-ones matrix
  have hmul : ∀ a b : ℝ, (a • (1 : Matrix (Fin n) (Fin n) ℝ) + b • allOnes n)
      * (c • (1 : Matrix (Fin n) (Fin n) ℝ) - c • allOnes n)
      = (a * c) • (1 : Matrix (Fin n) (Fin n) ℝ)
        + (b * c - a * c - b * c * n) • allOnes n := by
    intro a b
    simp only [add_mul, mul_sub, smul_mul_assoc, mul_smul_comm, one_mul, mul_one, hJ]
    module
  induction k with
  | zero => simp
  | succ k ih =>
    have hc : ((-(((n : ℝ) - 1) * c)) ^ k - c ^ k) / n * c - c ^ k * c
        - ((-(((n : ℝ) - 1) * c)) ^ k - c ^ k) / n * c * n
        = ((-(((n : ℝ) - 1) * c)) ^ (k + 1) - c ^ (k + 1)) / n := by
      rw [pow_succ (-(((n : ℝ) - 1) * c)) k, pow_succ c k]
      generalize (-(((n : ℝ) - 1) * c)) ^ k = r
      field_simp
      ring
    rw [pow_succ, ih, one_sub_constraintMatrix, hmul, hc, ← pow_succ]
```

Let $u=(1,\dots,1)$. Each row of $A$ has $n-1$ entries equal to $-c$, so $Au=ru$, and by induction $A^ku=r^ku$. For $n\ge1$ the normalised vector $u/\sqrt n$ is multiplied by the same factor.

```lean
/-- On the uniform vector, the `k`-th term of the expansion acts as multiplication by
the `k`-th power of `-(n - 1) c`. -/
theorem expansion_term_uniform (n : ℕ) (c : ℝ) (k : ℕ) :
    (1 - constraintMatrix n c) ^ k *ᵥ (1 : Fin n → ℝ)
      = (-(((n : ℝ) - 1) * c)) ^ k • (1 : Fin n → ℝ) := by
  have base : (1 - constraintMatrix n c) *ᵥ (1 : Fin n → ℝ)
      = (-(((n : ℝ) - 1) * c)) • (1 : Fin n → ℝ) := by
    rw [one_sub_constraintMatrix]
    ext i
    simp [Matrix.mulVec, dotProduct, allOnes, Matrix.one_apply, Finset.sum_sub_distrib]
    ring
  induction k with
  | zero => simp
  | succ k ih =>
    rw [pow_succ, ← Matrix.mulVec_mulVec, base, Matrix.mulVec_smul, ih, smul_smul,
      ← pow_succ']
```

## The error after N terms

The geometric sum telescopes:

$$GS_N=(1-A)\sum_{k=0}^{N-1}A^k=1-A^N .$$

Positive definiteness makes $\det G$ positive, so $G$ can be inverted and $S_N=G^{-1}(1-A^N)$. The proof takes the telescoped sum from `mul_neg_geom_sum` and cancels $G$ from the left.

```lean
/-- For `0 ≤ c < 1` the truncated expansion is the exact inverse times
`1 - (1 - G) ^ N`. -/
theorem lincsSum_eq (n : ℕ) {c : ℝ} (h0 : 0 ≤ c) (h1 : c < 1) (N : ℕ) :
    lincsSum n c N
      = (constraintMatrix n c)⁻¹ * (1 - (1 - constraintMatrix n c) ^ N) := by
  have hu : IsUnit (constraintMatrix n c).det :=
    isUnit_iff_ne_zero.2 (constraintMatrix_posDef n h0 h1).det_pos.ne'
  have h := mul_neg_geom_sum (1 - constraintMatrix n c) N
  rw [sub_sub_cancel] at h
  unfold lincsSum
  rw [← h, ← mul_assoc, Matrix.nonsing_inv_mul _ hu, one_mul]
```

Applying this to $u$ and using $A^Nu=r^Nu$ gives

$$S_Nu=(1-r^N)\,G^{-1}u .$$

This holds whether or not the series converges. For $n=3$ and $c=1/2$ one has $r=-1$: the truncated answer is zero for even $N$ and twice the exact solution for odd $N$.

```lean
/-- For `0 ≤ c < 1` and a uniform right-hand side, the truncated expansion returns the exact
solution times `1 - (-(n - 1) c) ^ N`. -/
theorem truncation_error_uniform (n : ℕ) {c : ℝ} (h0 : 0 ≤ c) (h1 : c < 1) (N : ℕ) :
    lincsSum n c N *ᵥ (1 : Fin n → ℝ)
      = (1 - (-(((n : ℝ) - 1) * c)) ^ N) • ((constraintMatrix n c)⁻¹ *ᵥ (1 : Fin n → ℝ)) := by
  rw [lincsSum_eq n h0 h1, ← Matrix.mulVec_mulVec, Matrix.sub_mulVec, Matrix.one_mulVec,
    expansion_term_uniform, Matrix.mulVec_sub, Matrix.mulVec_smul, sub_smul, one_smul]
```

## Convergence below the threshold

Suppose $(n-1)c<1$. For $n\ge1$, both $|c|$ and $|r|=(n-1)c$ are below 1, so $c^N$ and $r^N$ tend to zero, and by the closed form $A^N\to0$. For $n=0$ there are no entries to check. Hence $S_N=G^{-1}(1-A^N)\to G^{-1}$. The limit `hp` is the decay of the powers; the last lines carry it through the product with $G^{-1}$.

```lean
/-- If `0 ≤ c < 1` and `(n - 1) c < 1`, the expansion converges to the inverse of the
constraint matrix. -/
theorem lincsSum_tendsto_inv (n : ℕ) {c : ℝ} (h0 : 0 ≤ c) (h1 : c < 1)
    (h : ((n : ℝ) - 1) * c < 1) :
    Tendsto (lincsSum n c) atTop (𝓝 (constraintMatrix n c)⁻¹) := by
  -- the powers of `1 - G` die out
  have hp : Tendsto (fun N : ℕ => (1 - constraintMatrix n c) ^ N) atTop (𝓝 0) := by
    rcases Nat.eq_zero_or_pos n with rfl | hn
    · refine tendsto_const_nhds.congr fun N => ?_
      ext i j
      exact i.elim0
    · have hn1 : (1 : ℝ) ≤ n := by exact_mod_cast hn
      have hr0 : 0 ≤ ((n : ℝ) - 1) * c := mul_nonneg (by linarith) h0
      have hc := tendsto_pow_atTop_nhds_zero_of_abs_lt_one
        (show |c| < 1 by rw [abs_of_nonneg h0]; exact h1)
      have hr := tendsto_pow_atTop_nhds_zero_of_abs_lt_one
        (show |-(((n : ℝ) - 1) * c)| < 1 by rw [abs_neg, abs_of_nonneg hr0]; exact h)
      have key := (hc.smul_const (1 : Matrix (Fin n) (Fin n) ℝ)).add
        (((hr.sub hc).div_const (n : ℝ)).smul_const (allOnes n))
      rw [sub_zero, zero_div, zero_smul, zero_smul, add_zero] at key
      exact key.congr fun N => (expansion_term hn c N).symm
  have hl := (hp.const_sub 1).const_mul (constraintMatrix n c)⁻¹
  rw [sub_zero, mul_one] at hl
  exact hl.congr fun N => (lincsSum_eq n h0 h1 N).symm
```

## Divergence at and above the threshold

Conversely, suppose that $S_N$ converges to some matrix $S$. Then

$$A^N=S_{N+1}-S_N\to S-S=0 .$$

Now suppose that $(n-1)c\ge1$. Since $c\ge0$, this rules out $n=0$, so $u$ has at least one component. Applying the limit to $u$ and reading that component gives $r^N\to0$. But $|r^N|=((n-1)c)^N\ge1$ for every $N$, a contradiction.

The theorem below states both facts for every $n$ and every real $c$ with $0\le c<1$: `constraintMatrix n c` is positive definite, and some matrix `S` is the limit of the partial sums, entry by entry, if and only if $(n-1)c<1$. The preceding theorem identifies the limit as $G^{-1}$. In the proof, `ht` is the vanishing of the increments, `hr` is its consequence for $r^N$, and `hbad` is the contradiction $1\le|0|$.

```lean
/-- For `0 ≤ c < 1` the constraint matrix is positive definite, yet the LINCS-type expansion
of its inverse converges if and only if `(n - 1) c < 1`. -/
theorem posDef_and_converges_iff (n : ℕ) {c : ℝ} (h0 : 0 ≤ c) (h1 : c < 1) :
    (constraintMatrix n c).PosDef ∧
      ((∃ S, Tendsto (lincsSum n c) atTop (𝓝 S)) ↔ ((n : ℝ) - 1) * c < 1) := by
  refine ⟨constraintMatrix_posDef n h0 h1, ?_, fun h => ⟨_, lincsSum_tendsto_inv n h0 h1 h⟩⟩
  rintro ⟨S, hS⟩
  by_contra hlt
  have hle : 1 ≤ ((n : ℝ) - 1) * c := not_lt.1 hlt
  have hn : 0 < n := Nat.pos_of_ne_zero (by
    rintro rfl
    push_cast at hle
    linarith)
  -- the terms of a convergent series tend to zero
  have ht : Tendsto (fun N : ℕ => (1 - constraintMatrix n c) ^ N) atTop (𝓝 0) := by
    have hd := (hS.comp (tendsto_add_atTop_nat 1)).sub hS
    rw [sub_self] at hd
    refine hd.congr fun N => ?_
    simp [lincsSum, Finset.sum_range_succ]
  -- but on the uniform vector they do not shrink
  have hc : Continuous fun M : Matrix (Fin n) (Fin n) ℝ =>
      (M *ᵥ (1 : Fin n → ℝ)) ⟨0, hn⟩ :=
    continuous_pi_iff.1
      (show Continuous fun M : Matrix (Fin n) (Fin n) ℝ => M *ᵥ (1 : Fin n → ℝ) from
        continuous_id.matrix_mulVec continuous_const) ⟨0, hn⟩
  have hr : Tendsto (fun N : ℕ => (-(((n : ℝ) - 1) * c)) ^ N) atTop
      (𝓝 (((0 : Matrix (Fin n) (Fin n) ℝ) *ᵥ (1 : Fin n → ℝ)) ⟨0, hn⟩)) := by
    refine ((hc.tendsto 0).comp ht).congr fun N => ?_
    simp only [Function.comp_apply]
    rw [expansion_term_uniform]
    simp only [Pi.smul_apply, Pi.one_apply, smul_eq_mul, mul_one]
  rw [Matrix.zero_mulVec, Pi.zero_apply] at hr
  have hbad : (1 : ℝ) ≤ |0| := ge_of_tendsto' hr.abs fun N => by
    rw [abs_pow, abs_neg]
    exact one_le_pow₀ (hle.trans (le_abs_self _))
  norm_num at hbad
```

For simulation practice this means that, in this equal-coupling model, a well-posed constraint problem does not by itself justify raising the expansion order.

## Two constraints are always safe, three are not

If $n\le2$, then $(n-1)c\le c<1$, and the series converges for every admissible coupling. If $n\ge3$, the value $c=1/2$ gives $(n-1)c\ge1$, and it diverges. Lean uses the same test value.

```lean
/-- The expansion converges for every coupling `0 ≤ c < 1` exactly when there are at most
two constraints. -/
theorem converges_for_all_couplings_iff (n : ℕ) :
    (∀ c : ℝ, 0 ≤ c → c < 1 → ∃ S, Tendsto (lincsSum n c) atTop (𝓝 S)) ↔ n ≤ 2 := by
  constructor
  · intro h
    by_contra hn
    have hn3 : (3 : ℝ) ≤ n := by exact_mod_cast (show 3 ≤ n by omega)
    have hh := (posDef_and_converges_iff n (c := 1 / 2) (by norm_num) (by norm_num)).2.1
      (h (1 / 2) (by norm_num) (by norm_num))
    linarith
  · intro hn c h0 h1
    have hn2 : (n : ℝ) ≤ 2 := by exact_mod_cast hn
    refine (posDef_and_converges_iff n h0 h1).2.2 ?_
    nlinarith [mul_nonneg (sub_nonneg.2 hn2) h0]

end

end LincsExpansion
```

```lean
#print axioms LincsExpansion.truncation_error_uniform
-- 'LincsExpansion.truncation_error_uniform' depends on axioms: [propext, Classical.choice, Quot.sound]
#print axioms LincsExpansion.converges_for_all_couplings_iff
-- 'LincsExpansion.converges_for_all_couplings_iff' depends on axioms: [propext, Classical.choice, Quot.sound]
```

## Negative couplings

The following two observations are derived by hand and do not appear in the Lean file.

The lower bound $0\le c$ cannot be relaxed to $-1\le c$. Take $n=2$ and $c=-1$. Then $(n-1)c=-1<1$, but $Gu=0$, so $G$ is not positive definite. Moreover, $A$ exchanges the two components of a vector, its powers alternate between the exchange and the identity, and the series diverges.

For $n\ge2$ and $-1/(n-1)<c<0$, the same argument gives convergence throughout. Since $(\sum_i x_i)^2\le n\sum_i x_i^2$, the quadratic form is at least $(1+(n-1)c)\sum_i x_i^2$, so $G$ is positive definite. Both $|c|$ and $|r|=(n-1)|c|$ are below 1, so $A^N\to0$ and $S_N\to G^{-1}$.
